# The greatest thermoelectric figure of merit at fixed total transport distribution: a discrete Mahan–Sofo theorem

Take two energies, x = 1 and x = 2, measured from the chemical potential in units of k_B T. Give them weights h = 1 and h = 1/4, so that h x² = 1 at both. These numbers are chosen for easy arithmetic; the thermal weights of real electrons are different and appear in (i). A total transport distribution A = 2 is to be shared between them, and the lattice conducts heat with K = 1.

Split A equally. The conductance is M₀ = 1 + 1/4 = 5/4, the first moment is M₁ = 1 + 1/2 = 3/2 and the second is M₂ = 1 + 1 = 2. The power factor is M₁²/M₀ = 9/5, the electrons carry heat κ = 2 − 9/5 = 1/5, and

zT = (9/5) / (1/5 + 1) = 3/2.

Now put all of A at either energy. M₂ is still 2, but all of it is power factor, κ = 0 and zT = 2. Spreading the energies turns power factor into heat conduction.

## Moments, thermopower and figure of merit

The general problem has finitely many channels i, indexed by the finite type `ι`, with reduced energies xᵢ, weights hᵢ and transport distribution sᵢ. All are real-valued functions on `ι`, and two channels may have the same energy.

In Lean 4 with Mathlib:

```lean
import Mathlib

open Finset

namespace DiscreteMahanSofo

noncomputable section

variable {ι : Type*} [Fintype ι]
```

The moments are

Mₙ = Σᵢ sᵢ hᵢ xᵢⁿ.

```lean
/-- The transport moment `M_n = ∑ s_i h_i x_i ^ n` of the transport distribution `s`
with thermal weights `h` at the reduced energies `x`. -/
def moment (h x s : ι → ℝ) (n : ℕ) : ℝ := ∑ i, s i * h i * x i ^ n
```

The thermopower is S = M₁/M₀, in units of k_B/e and without the sign of the carrier charge.

```lean
/-- The thermopower in reduced units, `M₁ / M₀`. -/
def seebeck (h x s : ι → ℝ) : ℝ := moment h x s 1 / moment h x s 0
```

At zero electric current the electrons conduct heat

κ = M₂ − M₀ S².

```lean
/-- The electronic heat conductance at zero electric current, `M₂ - M₀ S²`. -/
def electronicHeat (h x s : ι → ℝ) : ℝ :=
  moment h x s 2 - moment h x s 0 * seebeck h x s ^ 2
```

The figure of merit is

zT = M₀ S² / (κ + K).

Here K stands for heat carried by phonons, in the same reduced units. It is a given constant that does not respond to s.

```lean
/-- The thermoelectric figure of merit: power factor `M₀ S²` over the total heat conductance,
electronic plus lattice part `K`. -/
def figureOfMerit (h x s : ι → ℝ) (K : ℝ) : ℝ :=
  moment h x s 0 * seebeck h x s ^ 2 / (electronicHeat h x s + K)
```

The optimum involves B = maxᵢ hᵢ xᵢ², called `peak`; a maximum needs at least one channel, hence `Nonempty`.

```lean
/-- The largest value of `h_i x_i²` over all energies. -/
def peak [Nonempty ι] (h x : ι → ℝ) : ℝ :=
  univ.sup' univ_nonempty (fun i => h i * x i ^ 2)
```

Below, A = Σᵢ sᵢ. Fixing A is a postulated budget for the carriers' combined velocities and scattering times.

## (a) The conductance is positive

**Task.** Let every hᵢ > 0, every sᵢ ≥ 0 and A > 0. Show that M₀ > 0.

**Solution.** A positive sum has a positive term, so some sᵢ > 0. Its contribution sᵢ hᵢ to M₀ is positive, and the others are nonnegative. The proof obtains this i first and then applies `Finset.sum_pos'`.

```lean
variable {h x s : ι → ℝ} {K : ℝ}

/-- The electrical conductance `M₀` is positive when the transport distribution is nonnegative with
positive total. -/
theorem moment_zero_pos (hh : ∀ i, 0 < h i) (hs : ∀ i, 0 ≤ s i) (hA : 0 < ∑ i, s i) :
    0 < moment h x s 0 := by
  have e : moment h x s 0 = ∑ i, s i * h i := by simp [moment]
  obtain ⟨i, _, hi⟩ := Finset.exists_lt_of_sum_lt (s := Finset.univ)
    (f := fun _ : ι => (0 : ℝ)) (g := s) (by simpa using hA)
  rw [e]
  exact Finset.sum_pos' (fun k _ => mul_nonneg (hs k) (hh k).le)
    ⟨i, mem_univ i, mul_pos hi (hh i)⟩
```

## (b) Electronic heat conductance is energy spread

**Task.** For M₀ ≠ 0, show that κ = Σᵢ sᵢ hᵢ (xᵢ − S)².

**Solution.** For any number c,

Σᵢ sᵢ hᵢ (xᵢ − c)² = M₂ − 2c M₁ + c² M₀.

Set c = S and use M₁ = S M₀. The right side becomes M₂ − 2M₀S² + M₀S² = κ. In the code, `expand` is the first identity, and `linear_combination` inserts the relation `hS` between M₁ and M₀.

```lean
/-- The electronic heat conductance is the weighted spread of the energies about the
thermopower. -/
theorem electronicHeat_eq_spread (h0 : moment h x s 0 ≠ 0) :
    electronicHeat h x s = ∑ i, s i * h i * (x i - seebeck h x s) ^ 2 := by
  have hS : seebeck h x s * moment h x s 0 = moment h x s 1 := div_mul_cancel₀ _ h0
  have expand : ∀ c : ℝ, ∑ i, s i * h i * (x i - c) ^ 2
      = moment h x s 2 - 2 * c * moment h x s 1 + c ^ 2 * moment h x s 0 := by
    intro c
    simp only [moment, Finset.mul_sum, ← Finset.sum_sub_distrib, ← Finset.sum_add_distrib]
    exact Finset.sum_congr rfl (fun i _ => by ring)
  rw [expand, electronicHeat]
  linear_combination (-2 * seebeck h x s) * hS
```

## (c) The figure of merit in moments

**Task.** For M₀ ≠ 0, show that zT = M₁² / (M₀(M₂ + K) − M₁²).

**Solution.** Multiply numerator and denominator of zT by M₀:

M₀ · M₀S² = M₁²

M₀(κ + K) = M₀(M₂ + K) − M₁².

These two lines are `hnum` and `hden`.

```lean
/-- The figure of merit written in moments: `M₁² / (M₀ (M₂ + K) - M₁²)`. -/
theorem figureOfMerit_eq_moments (h0 : moment h x s 0 ≠ 0) :
    figureOfMerit h x s K = moment h x s 1 ^ 2 /
      (moment h x s 0 * (moment h x s 2 + K) - moment h x s 1 ^ 2) := by
  have hS : seebeck h x s * moment h x s 0 = moment h x s 1 := div_mul_cancel₀ _ h0
  have hnum : moment h x s 0 * (moment h x s 0 * seebeck h x s ^ 2) = moment h x s 1 ^ 2 := by
    linear_combination (seebeck h x s * moment h x s 0 + moment h x s 1) * hS
  have hden : moment h x s 0 * (electronicHeat h x s + K)
      = moment h x s 0 * (moment h x s 2 + K) - moment h x s 1 ^ 2 := by
    rw [electronicHeat]
    linear_combination -(seebeck h x s * moment h x s 0 + moment h x s 1) * hS
  rw [← hnum, figureOfMerit, ← mul_div_mul_left _ (electronicHeat h x s + K) h0, hden, hnum]
```

## (d) Bounds on κ and M₂

**Task.** Under the hypotheses of (a), let B be any number with hᵢ xᵢ² ≤ B for all i. Show that κ ≥ 0 and M₂ ≤ A B.

**Solution.** By (b), κ is a sum of nonnegative terms. For the second bound, multiply hᵢ xᵢ² ≤ B by sᵢ ≥ 0 and sum over i. The proof does both term by term.

```lean
/-- For a nonnegative transport distribution of positive total, the electronic heat conductance is
nonnegative, and the second moment is at most the total transport distribution times any upper bound
`B` of `h_i x_i²`. -/
theorem heat_bounds {B : ℝ} (hh : ∀ i, 0 < h i) (hs : ∀ i, 0 ≤ s i) (hA : 0 < ∑ i, s i)
    (hB : ∀ i, h i * x i ^ 2 ≤ B) :
    0 ≤ electronicHeat h x s ∧ moment h x s 2 ≤ (∑ i, s i) * B := by
  constructor
  · rw [electronicHeat_eq_spread (moment_zero_pos hh hs hA).ne']
    exact Finset.sum_nonneg fun i _ => mul_nonneg (mul_nonneg (hs i) (hh i).le) (sq_nonneg _)
  · rw [moment, Finset.sum_mul]
    refine Finset.sum_le_sum fun i _ => ?_
    have := mul_le_mul_of_nonneg_left (hB i) (hs i)
    linarith
```

## (e) The upper bound

**Task.** With K > 0 in addition, show that zT ≤ (A/K) B.

**Solution.** Write P = M₀S² for the power factor. By (d),

0 ≤ P = M₂ − κ ≤ M₂ ≤ A B.

Since κ ≥ 0 and A B ≥ 0,

P K ≤ A B K ≤ A B (κ + K).

Dividing by K(κ + K) > 0 gives the claim. `hPB` is P ≤ A B, and `nlinarith` combines the two products in the last line.

The sign condition on s matters. Take h = 1 at x = 1 and x = 2, with s = −1 and s = 2, so A = 1. Then M₀ = 1, M₁ = 3, M₂ = 7 and κ = −2. For K = 3 this gives zT = 9, while (A/K) B = 4/3.

```lean
/-- If `h_i x_i² ≤ B` at every energy and the transport distribution is nonnegative with positive
total `A`, the figure of merit is at most `(A / K) B`. Here `A` is the total transport distribution.
-/
theorem figureOfMerit_le {B : ℝ} (hh : ∀ i, 0 < h i) (hs : ∀ i, 0 ≤ s i)
    (hA : 0 < ∑ i, s i) (hK : 0 < K) (hB : ∀ i, h i * x i ^ 2 ≤ B) :
    figureOfMerit h x s K ≤ (∑ i, s i) / K * B := by
  obtain ⟨hκ, hM⟩ := heat_bounds hh hs hA hB
  have hP : 0 ≤ moment h x s 0 * seebeck h x s ^ 2 :=
    mul_nonneg (moment_zero_pos hh hs hA).le (sq_nonneg _)
  -- the power factor is what the electronic heat conductance leaves of the second moment
  have hPB : moment h x s 0 * seebeck h x s ^ 2 ≤ (∑ i, s i) * B := by
    have hκ' := hκ
    rw [electronicHeat] at hκ'
    linarith
  rw [figureOfMerit, div_mul_eq_mul_div, div_le_div_iff₀ (by linarith) hK]
  nlinarith [mul_le_mul_of_nonneg_right hPB hK.le, mul_nonneg (hP.trans hPB) hκ]
```

## (f) A single level

**Task.** Let K > 0. Put all of A > 0 at one channel j with hⱼ > 0. Find zT.

**Solution.** Now Mₙ = A hⱼ xⱼⁿ, so S = xⱼ and κ = A hⱼ xⱼ² − A hⱼ xⱼ² = 0. Therefore

zT = (A/K) hⱼ xⱼ².

`Pi.single j A` is the distribution equal to A at j and zero elsewhere; `m` computes its moments.

```lean
/-- With the whole transport distribution `A` at one energy `x_j`, the figure of merit is
`(A / K) h_j x_j²`. -/
theorem figureOfMerit_single_level [DecidableEq ι] {A : ℝ} (j : ι) (hj : 0 < h j)
    (hA : 0 < A) : figureOfMerit h x (Pi.single j A) K = A / K * (h j * x j ^ 2) := by
  have m : ∀ n, moment h x (Pi.single j A) n = A * h j * x j ^ n := by
    intro n
    rw [moment, Finset.sum_eq_single j (fun i _ hi => by simp [hi]) (by simp),
      Pi.single_eq_same]
  have hS : seebeck h x (Pi.single j A) = x j := by
    rw [seebeck, m 1, m 0, pow_one, pow_zero, mul_one]
    exact mul_div_cancel_left₀ _ (mul_pos hA hj).ne'
  rw [figureOfMerit, electronicHeat, hS, m 0, m 2, pow_zero, mul_one, sub_self, zero_add]
  ring
```

## (g) The optimum

**Task.** For hᵢ > 0, A > 0 and K > 0, show that the greatest zT among all nonnegative distributions of total A is (A/K) maxᵢ hᵢ xᵢ².

**Solution.** A finite list has a maximizing channel j. By (f), placing A there attains the value, and by (e) with B = maxᵢ hᵢ xᵢ² no distribution exceeds it. `IsGreatest` demands exactly these two things, membership in the set of possible values and an upper bound for it, and `constructor` separates them.

Mahan and Sofo treated a continuum of energies, where the favoured distribution is a delta function. Here the energies are a fixed finite list, and the delta function becomes a single channel.

```lean
/-- **Discrete Mahan-Sofo theorem.** Among all nonnegative transport distributions of total `A`,
the greatest figure of merit is `(A / K) max_i (h_i x_i²)`. -/
theorem mahan_sofo [Nonempty ι] {A : ℝ} (hh : ∀ i, 0 < h i) (hA : 0 < A) (hK : 0 < K) :
    IsGreatest {z | ∃ s : ι → ℝ, (∀ i, 0 ≤ s i) ∧ ∑ i, s i = A ∧ z = figureOfMerit h x s K}
      (A / K * peak h x) := by
  classical
  constructor
  · -- put everything at a maximizing energy
    obtain ⟨j, _, hj⟩ := Finset.exists_mem_eq_sup' (univ_nonempty (α := ι))
      (fun i => h i * x i ^ 2)
    refine ⟨Pi.single j A, fun i => ?_, by simp, ?_⟩
    · by_cases hi : i = j
      · subst hi
        rw [Pi.single_eq_same]
        exact hA.le
      · simp [hi]
    · rw [figureOfMerit_single_level j (hh j) hA, peak, hj]
  · rintro z ⟨s, hs, rfl, rfl⟩
    exact figureOfMerit_le hh hs hA hK
      fun i => Finset.le_sup' (fun i => h i * x i ^ 2) (mem_univ i)
```

## (h) Which distributions are optimal

**Task.** Under the hypotheses of (e), show that zT equals the optimum exactly when all channels with sᵢ ≠ 0 share one energy e and each of them maximizes hᵢ xᵢ².

**Solution.** Let B = maxᵢ hᵢ xᵢ² and suppose P/(κ + K) = A B/K. Then

P K = A B (κ + K) ≥ A B K,

so P ≥ A B. Together with P ≤ M₂ ≤ A B this forces κ = 0 and M₂ = A B. Hence two sums of nonnegative terms vanish:

Σᵢ sᵢ hᵢ (xᵢ − S)² = 0

Σᵢ sᵢ (B − hᵢ xᵢ²) = A B − M₂ = 0.

Every term is zero, so sᵢ ≠ 0 implies xᵢ = S and hᵢ xᵢ² = B. In the code these sums are `hκ0` and `hgap`.

Conversely, a shared energy e gives M₁ = e M₀ and M₂ = e² M₀, so S = e, P = M₂ and κ = 0. Maximality gives M₂ = A B, and zT = A B/K.

Two maximizing channels at opposite energies x and −x, with x ≠ 0, do not qualify together: with equal h and equal s their contributions to the thermopower cancel.

```lean
/-- A nonnegative transport distribution of positive total reaches the optimum exactly when all
channels with `s_i ≠ 0` share one energy and each of them maximizes `h_i x_i²`. -/
theorem optimal_iff [Nonempty ι] (hh : ∀ i, 0 < h i) (hs : ∀ i, 0 ≤ s i)
    (hA : 0 < ∑ i, s i) (hK : 0 < K) :
    figureOfMerit h x s K = (∑ i, s i) / K * peak h x ↔
      ∃ e, ∀ i, s i ≠ 0 → x i = e ∧ h i * x i ^ 2 = peak h x := by
  have hB : ∀ i, h i * x i ^ 2 ≤ peak h x :=
    fun i => Finset.le_sup' (fun i => h i * x i ^ 2) (mem_univ i)
  have h0 := moment_zero_pos (x := x) hh hs hA
  obtain ⟨hκ, hM⟩ := heat_bounds hh hs hA hB
  have hdef : electronicHeat h x s
      = moment h x s 2 - moment h x s 0 * seebeck h x s ^ 2 := rfl
  have hP : 0 ≤ moment h x s 0 * seebeck h x s ^ 2 := mul_nonneg h0.le (sq_nonneg _)
  constructor
  · intro hE
    have hden : 0 < electronicHeat h x s + K := by linarith
    rw [figureOfMerit, div_mul_eq_mul_div, div_eq_div_iff hden.ne' hK.ne'] at hE
    have hAB : 0 ≤ (∑ i, s i) * peak h x := by linarith
    have hge : (∑ i, s i) * peak h x ≤ moment h x s 0 * seebeck h x s ^ 2 :=
      le_of_mul_le_mul_right (by nlinarith [mul_nonneg hAB hκ]) hK
    -- equality leaves no energy spread and saturates the second moment
    have hκ0 : electronicHeat h x s = 0 := by linarith
    have hM2 : moment h x s 2 = (∑ i, s i) * peak h x := by linarith
    rw [electronicHeat_eq_spread h0.ne'] at hκ0
    have hgap : ∑ i, s i * (peak h x - h i * x i ^ 2) = 0 := by
      have : ∑ i, s i * (peak h x - h i * x i ^ 2)
          = (∑ i, s i) * peak h x - moment h x s 2 := by
        rw [moment, Finset.sum_mul, ← Finset.sum_sub_distrib]
        exact Finset.sum_congr rfl (fun i _ => by ring)
      rw [this, hM2, sub_self]
    refine ⟨seebeck h x s, fun i hi => ⟨?_, ?_⟩⟩
    · have hz := (Finset.sum_eq_zero_iff_of_nonneg (fun i _ =>
        mul_nonneg (mul_nonneg (hs i) (hh i).le) (sq_nonneg _))).1 hκ0 i (mem_univ i)
      have hq := (mul_eq_zero.1 hz).resolve_left (mul_ne_zero hi (hh i).ne')
      exact sub_eq_zero.1 ((pow_eq_zero_iff two_ne_zero).1 hq)
    · have hz := (Finset.sum_eq_zero_iff_of_nonneg (fun i _ =>
        mul_nonneg (hs i) (sub_nonneg.2 (hB i)))).1 hgap i (mem_univ i)
      exact (sub_eq_zero.1 ((mul_eq_zero.1 hz).resolve_left hi)).symm
  · rintro ⟨e, he⟩
    have hM1 : moment h x s 1 = e * moment h x s 0 := by
      rw [moment, moment, Finset.mul_sum]
      refine Finset.sum_congr rfl fun i _ => ?_
      by_cases hi : s i = 0
      · simp [hi]
      · rw [(he i hi).1]; ring
    have hM2 : moment h x s 2 = e ^ 2 * moment h x s 0 := by
      rw [moment, moment, Finset.mul_sum]
      refine Finset.sum_congr rfl fun i _ => ?_
      by_cases hi : s i = 0
      · simp [hi]
      · rw [(he i hi).1]; ring
    have hM2' : moment h x s 2 = (∑ i, s i) * peak h x := by
      rw [moment, Finset.sum_mul]
      refine Finset.sum_congr rfl fun i _ => ?_
      by_cases hi : s i = 0
      · simp [hi]
      · linear_combination s i * (he i hi).2
    have hS : seebeck h x s = e := by
      rw [seebeck, hM1]
      exact mul_div_cancel_right₀ e h0.ne'
    have hPF : moment h x s 0 * seebeck h x s ^ 2 = (∑ i, s i) * peak h x := by
      rw [hS]
      linear_combination hM2' - hM2
    have hκ0 : electronicHeat h x s = 0 := by rw [hdef, hPF, hM2', sub_self]
    rw [figureOfMerit, hPF, hκ0, zero_add, div_mul_eq_mul_div]
```

## (i) The Fermi window

So far the weights were arbitrary positive numbers. For electrons in linear response they are minus the derivative of the Fermi function with respect to x:

h(x) = 1 / (4 cosh²(x/2)).

```lean
/-- The Fermi window `1 / (4 cosh² (x / 2))` at reduced energy `x`. -/
def fermiWindow (x : ℝ) : ℝ := 1 / (4 * Real.cosh (x / 2) ^ 2)
```

**Task.** Show that h(x) x² ≤ 1/2 for every real x.

**Solution.** Since |sinh y| ≥ |y|,

cosh(x/2) = 1 + 2 sinh²(x/4) ≥ 1 + x²/8.

With a = x²/8, the inequality (1 + a)² ≥ 4a gives

4 cosh²(x/2) ≥ 4(1 + a)² ≥ 16a = 2x²,

which is the claim. The proof gets `hsinh` by cases on the sign of x/4, and its last line uses (1 − a)² ≥ 0.

```lean
/-- The Fermi window times the squared reduced energy never exceeds one half. -/
theorem fermiWindow_mul_sq_le (x : ℝ) : fermiWindow x * x ^ 2 ≤ 1 / 2 := by
  have hsinh : (x / 4) ^ 2 ≤ Real.sinh (x / 4) ^ 2 := by
    rcases le_total 0 (x / 4) with hy | hy
    · have := Real.self_le_sinh_iff.2 hy
      nlinarith
    · have := Real.sinh_le_self_iff.2 hy
      nlinarith
  have h1 := Real.cosh_two_mul (x / 4)
  have h2 := Real.cosh_sq (x / 4)
  rw [show 2 * (x / 4) = x / 2 by ring] at h1
  have hc : 1 + x ^ 2 / 8 ≤ Real.cosh (x / 2) := by nlinarith
  have hsq := pow_le_pow_left₀ (by positivity : (0 : ℝ) ≤ 1 + x ^ 2 / 8) hc 2
  have hpos := Real.cosh_pos (x / 2)
  rw [fermiWindow, div_mul_eq_mul_div, one_mul, div_le_div_iff₀ (by positivity) two_pos]
  nlinarith [sq_nonneg (1 - x ^ 2 / 8)]
```

## (j) A limit for any channel energies

**Task.** With Fermi-window weights, sᵢ ≥ 0, A > 0 and K > 0, show that zT ≤ A/(2K).

**Solution.** The window is positive, and (i) allows B = 1/2 in (e). The proof makes the same substitution.

For a transport distribution computed from a band structure and put on a finite energy grid, sᵢ is its value at the grid point times the grid spacing in units of k_B T. The result then limits zT wherever the chemical potential lies, within linear response and with K given independently. The limit is never reached: h(x) x² is largest at |x| ≈ 2.4, where it is about 0.44, so the constant 1/2 is not the best possible. The limit can also be far from the actual zT, since A also counts channels far from the chemical potential, which hardly conduct.

```lean
/-- For a nonnegative transport distribution of positive total, weighted by the Fermi window, the
figure of merit is at most `A / (2 K)` whatever the channel energies, where `A` is the total
transport distribution. -/
theorem figureOfMerit_fermi_le (hs : ∀ i, 0 ≤ s i) (hA : 0 < ∑ i, s i) (hK : 0 < K) :
    figureOfMerit (fun i => fermiWindow (x i)) x s K ≤ (∑ i, s i) / (2 * K) := by
  have hw : ∀ i, 0 < fermiWindow (x i) := by
    intro i
    have := Real.cosh_pos (x i / 2)
    rw [fermiWindow]
    positivity
  have hb := figureOfMerit_le (h := fun i => fermiWindow (x i)) (x := x) hw hs hA hK
    (fun i => fermiWindow_mul_sq_le (x i))
  have e : (∑ i, s i) / K * (1 / 2) = (∑ i, s i) / (2 * K) := by ring
  rwa [e] at hb

end

end DiscreteMahanSofo
```

```lean
#print axioms DiscreteMahanSofo.figureOfMerit_eq_moments
#print axioms DiscreteMahanSofo.mahan_sofo
#print axioms DiscreteMahanSofo.optimal_iff
#print axioms DiscreteMahanSofo.figureOfMerit_fermi_le
```

```
'DiscreteMahanSofo.figureOfMerit_eq_moments' depends on axioms: [propext, Classical.choice, Quot.sound]
'DiscreteMahanSofo.mahan_sofo' depends on axioms: [propext, Classical.choice, Quot.sound]
'DiscreteMahanSofo.optimal_iff' depends on axioms: [propext, Classical.choice, Quot.sound]
'DiscreteMahanSofo.figureOfMerit_fermi_le' depends on axioms: [propext, Classical.choice, Quot.sound]
```
